# A landscape sinusoidal in each of \(n\) angles is fixed by its values at \(3^n\) grid points

Let \(F:\mathbb R^n\to\mathbb R\) have the form \(a+b\cos t+c\sin t\) in each coordinate separately, where \(a,b,c\) may depend on the other coordinates. If \(F\) vanishes at the \(3^n\) points with all coordinates in \(\{0,\pi/2,-\pi/2\}\), it vanishes everywhere. Write \(\tau_0=0\), \(\tau_1=\pi/2\), \(\tau_2=-\pi/2\), and for \(s\in\{0,1,2\}^n\) let \(\tau_s\) be the grid point with coordinates \(\tau_{s_i}\). Then every such \(F\) satisfies

\[
F(x)=\sum_{s} F(\tau_s)\prod_i w_{s_i}(x_i),
\]

\[
w_0(t)=\cos t,\qquad w_1(t)=\tfrac12(1-\cos t+\sin t),\qquad w_2(t)=\tfrac12(1-\cos t-\sin t).
\]

No set of fewer than \(3^n\) points, wherever placed, determines every function of this class.

## Replacing circuit evaluations by a trigonometric formula

In a variational quantum eigensolver, the energy of a parametrised circuit is minimised over its gate angles, and each evaluation is costly. For a noiseless qubit circuit whose angle-dependent gates have the form \(\cos(\theta/2)-\mathrm i\sin(\theta/2)P\) with a Pauli string \(P\), and in which each angle is used in at most one gate, the energy is a function of the above kind. A code can then tabulate \(3^n\) energies and evaluate the landscape classically. Since the count grows exponentially, this suits a few free angles with the rest frozen.

With one free angle the formula reads

\[
F(t)=F(0)\cos t+\tfrac12F(\tfrac\pi2)(1-\cos t+\sin t)+\tfrac12F(-\tfrac\pi2)(1-\cos t-\sin t),
\]

which is enough to minimise over that angle in closed form. Differentiating at \(t=0\) gives the parameter-shift rule \(F'(0)=\tfrac12[F(\pi/2)-F(-\pi/2)]\); the Lean code stops at the reconstruction formula and contains no derivatives. With no angles at all, the grid is a single point, the empty product is 1, and the formula returns the constant \(F\).

## From three zeros to the full grid

**One angle.** Let \(g(t)=a+b\cos t+c\sin t\) vanish at the three shifts \(\tau_0,\tau_1,\tau_2\). Then

\[
a+b=0,\qquad a+c=0,\qquad a-c=0.
\]

Adding the last two gives \(a=0\), and then \(b=c=0\).

**Several angles.** For a set \(S\) of coordinates, consider the claim that \(F(y)=0\) whenever all coordinates of \(y\) outside \(S\) are shifts. For empty \(S\) this is the hypothesis on the grid. Suppose it holds for \(S\), and let \(i\notin S\). Take \(y\) whose coordinates outside \(S\cup\{i\}\) are shifts. Replacing \(y_i\) by \(t\) gives a sinusoid in \(t\), which vanishes at the three shifts by the claim for \(S\). It therefore vanishes for all \(t\), in particular at \(t=y_i\). When \(S\) contains every coordinate, \(F=0\) everywhere.

**Reconstruction.** Substitution gives \(w_k(\tau_j)=\delta_{kj}\). For grid data \(c_s\), define

\[
I_c(x)=\sum_s c_s\prod_i w_{s_i}(x_i).
\]

At \(\tau_r\) only the term \(s=r\) survives, so \(I_c(\tau_r)=c_r\). In \(x_i\) each term is a constant times \(w_{s_i}(x_i)\), so \(I_c\) is sinusoidal in each coordinate. Choose \(c_s=F(\tau_s)\). The difference \(F-I_c\) is again sinusoidal in each coordinate and vanishes on the grid, hence \(F=I_c\).

**Fewer points.** Given \(m<3^n\) points \(p\), the map \(c\mapsto(I_c(p))_p\) is linear from \(\mathbb R^{3^n}\) to \(\mathbb R^m\), so some \(c\neq0\) is sent to zero. The function \(I_c\) vanishes at all \(m\) points, yet equals \(c_s\neq0\) at some grid point \(\tau_s\).

**Circuits.** Let \(\psi\) be the input vector, \(H\) the matrix whose energy is measured, and \(P_i\) the matrix \(P\) in the gate of angle \(i\). Let this angle have the value \(t\), and write \(E(t)=\mathrm{Re}\langle\varphi|H|\varphi\rangle\) for the energy of the output vector \(\varphi\). Collect everything to the left of its gate and fixed matrix \(V_i\) in \(A\), and everything to the right in \(B\). The output vector is

\[
\varphi=A V_i\bigl(\cos\tfrac t2-\mathrm i\sin\tfrac t2\,P_i\bigr)B\psi
=\cos\tfrac t2\,u+\sin\tfrac t2\,v,
\]

with \(u=AV_iB\psi\) and \(v=-\mathrm i\,AV_iP_iB\psi\). Put \(E_u=\mathrm{Re}\langle u|H|u\rangle\), \(E_v=\mathrm{Re}\langle v|H|v\rangle\) and \(M=\mathrm{Re}(\langle u|H|v\rangle+\langle v|H|u\rangle)\). Then

\[
E(t)=\cos^2\tfrac t2\,E_u+\sin\tfrac t2\cos\tfrac t2\,M+\sin^2\tfrac t2\,E_v
=\frac{E_u+E_v}2+\frac{E_u-E_v}2\cos t+\frac M2\sin t.
\]

If angle \(i\) is not used, the energy is constant in it.

## Lean source

```lean
import Mathlib

open Matrix

namespace ParameterShiftGrid

noncomputable section

variable {ι d : Type*} [DecidableEq ι]

/-- A function of one angle of the form `a + b cos t + c sin t`. -/
def IsSinusoid (g : ℝ → ℝ) : Prop :=
  ∃ a b c : ℝ, ∀ t, g t = a + b * Real.cos t + c * Real.sin t

/-- A landscape that is a sinusoid in each parameter separately, the others being fixed. -/
def IsLandscape (F : (ι → ℝ) → ℝ) : Prop :=
  ∀ x i, IsSinusoid (fun t => F (Function.update x i t))

/-- The three parameter values `0`, `π/2` and `-π/2`. -/
def shift : Fin 3 → ℝ := ![0, Real.pi / 2, -(Real.pi / 2)]

/-- The three one-parameter interpolation weights, one for each shift. -/
def weight (k : Fin 3) (t : ℝ) : ℝ :=
  ![Real.cos t, (1 - Real.cos t + Real.sin t) / 2, (1 - Real.cos t - Real.sin t) / 2] k

/-- The function built from data `c` on the grid by products of one-parameter weights. -/
def interpolant [Fintype ι] (c : (ι → Fin 3) → ℝ) (x : ι → ℝ) : ℝ :=
  ∑ s, c s * ∏ i, weight (s i) (x i)

/-- A sinusoid that vanishes at `0`, `π/2` and `-π/2` vanishes everywhere. -/
theorem sinusoid_eq_zero {g : ℝ → ℝ} (hg : IsSinusoid g)
    (hz : ∀ k, g (shift k) = 0) (t : ℝ) : g t = 0 := by
  obtain ⟨a, b, c, h⟩ := hg
  have h0 := hz 0
  have h1 := hz 1
  have h2 := hz 2
  rw [h] at h0 h1 h2
  simp [shift] at h0 h1 h2
  have ha : a = 0 := by linarith
  have hb : b = 0 := by linarith
  have hc : c = 0 := by linarith
  rw [h, ha, hb, hc]
  ring

/-- A landscape in finitely many parameters that is a sinusoid in each and vanishes on the grid of
points with all coordinates in `{0, π/2, -π/2}` is identically zero. -/
theorem landscape_eq_zero [Fintype ι] {F : (ι → ℝ) → ℝ} (hF : IsLandscape F)
    (hz : ∀ s : ι → Fin 3, F (fun i => shift (s i)) = 0) (x : ι → ℝ) : F x = 0 := by
  -- release the coordinates from the grid one at a time
  have key : ∀ S : Finset ι, ∀ y : ι → ℝ,
      (∀ i, i ∉ S → ∃ k, y i = shift k) → F y = 0 := by
    intro S
    induction S using Finset.induction_on with
    | empty =>
      intro y hy
      choose k hk using fun i => hy i (Finset.notMem_empty i)
      have e : y = fun i => shift (k i) := funext hk
      rw [e]
      exact hz k
    | insert i S _ ih =>
      intro y hy
      have h := sinusoid_eq_zero (hF y i) (fun k => ih _ (fun j hj => by
        by_cases hji : j = i
        · subst hji
          exact ⟨k, by rw [Function.update_self]⟩
        · rw [Function.update_of_ne hji]
          exact hy j (by simp [hji, hj]))) (y i)
      simpa only [Function.update_eq_self] using h
  exact key Finset.univ x (fun i hi => absurd (Finset.mem_univ i) hi)

/-- Each weight is one at its own shift and zero at the other two. -/
theorem weight_shift (k j : Fin 3) : weight k (shift j) = if k = j then 1 else 0 := by
  fin_cases k <;> fin_cases j <;> simp [weight, shift]

/-- The interpolant takes the prescribed values on the grid. -/
theorem interpolant_grid [Fintype ι] (c : (ι → Fin 3) → ℝ) (r : ι → Fin 3) :
    interpolant c (fun i => shift (r i)) = c r := by
  unfold interpolant
  rw [Finset.sum_eq_single r]
  · simp [weight_shift]
  · intro s _ hs
    obtain ⟨i, hi⟩ := Function.ne_iff.mp hs
    rw [Finset.prod_eq_zero (Finset.mem_univ i) (by rw [weight_shift, if_neg hi]), mul_zero]
  · intro h
    exact absurd (Finset.mem_univ r) h

/-- The interpolant is a sinusoid in each parameter separately. -/
theorem interpolant_isLandscape [Fintype ι] (c : (ι → Fin 3) → ℝ) :
    IsLandscape (interpolant c) := by
  intro x i
  have hw : ∀ k, IsSinusoid (weight k) := by
    intro k
    fin_cases k
    · exact ⟨0, 1, 0, fun t => by simp [weight]⟩
    · exact ⟨1 / 2, -1 / 2, 1 / 2, fun t => by simp [weight]; ring⟩
    · exact ⟨1 / 2, -1 / 2, -1 / 2, fun t => by simp [weight]; ring⟩
  choose p q r h using hw
  -- only the factor belonging to parameter `i` depends on `t`
  let K : (ι → Fin 3) → ℝ := fun s => c s * ∏ j ∈ Finset.univ.erase i, weight (s j) (x j)
  refine ⟨∑ s, K s * p (s i), ∑ s, K s * q (s i), ∑ s, K s * r (s i), fun t => ?_⟩
  simp only [interpolant]
  rw [Finset.sum_mul, Finset.sum_mul, ← Finset.sum_add_distrib, ← Finset.sum_add_distrib]
  refine Finset.sum_congr rfl (fun s _ => ?_)
  have e : ∏ j ∈ Finset.univ.erase i, weight (s j) (Function.update x i t j)
      = ∏ j ∈ Finset.univ.erase i, weight (s j) (x j) :=
    Finset.prod_congr rfl (fun j hj => by
      rw [Function.update_of_ne (Finset.ne_of_mem_erase hj)])
  rw [← Finset.mul_prod_erase Finset.univ _ (Finset.mem_univ i), e, Function.update_self, h]
  simp only [K]
  ring

/-- A landscape in finitely many parameters that is a sinusoid in each equals the interpolant of its
own values on the grid. -/
theorem landscape_reconstruction [Fintype ι] {F : (ι → ℝ) → ℝ} (hF : IsLandscape F)
    (x : ι → ℝ) :
    F x = ∑ s : ι → Fin 3, F (fun i => shift (s i)) * ∏ i, weight (s i) (x i) := by
  let c : (ι → Fin 3) → ℝ := fun s => F (fun i => shift (s i))
  have hG : IsLandscape (fun y => F y - interpolant c y) := by
    intro y i
    obtain ⟨a, b, e, h⟩ := hF y i
    obtain ⟨a', b', e', h'⟩ := interpolant_isLandscape c y i
    refine ⟨a - a', b - b', e - e', fun t => ?_⟩
    linear_combination h t - h' t
  exact sub_eq_zero.mp (landscape_eq_zero hG
    (fun s => sub_eq_zero.mpr (interpolant_grid c s).symm) x)

/-- For any set of fewer than `3 ^ n` points, `n` being the number of parameters, some nonzero
landscape that is a sinusoid in each parameter vanishes on the whole set. -/
theorem fewer_points_insufficient [Fintype ι] (P : Finset (ι → ℝ))
    (hP : P.card < 3 ^ Fintype.card ι) :
    ∃ F : (ι → ℝ) → ℝ, IsLandscape F ∧ (∃ x, F x ≠ 0) ∧ ∀ p ∈ P, F p = 0 := by
  -- the linear map from grid data to values on `P`
  let L : ((ι → Fin 3) → ℝ) →ₗ[ℝ] (P → ℝ) :=
    { toFun := fun c p => interpolant c p.1
      map_add' := fun a b => by
        funext p
        simp only [interpolant, Pi.add_apply, add_mul, Finset.sum_add_distrib]
      map_smul' := fun a b => by
        funext p
        simp only [interpolant, Pi.smul_apply, smul_eq_mul, RingHom.id_apply,
          Finset.mul_sum, mul_assoc] }
  by_contra hcon
  have hinj : Function.Injective L := by
    rw [injective_iff_map_eq_zero]
    intro c hc
    by_contra hne
    obtain ⟨s, hs⟩ := Function.ne_iff.mp hne
    exact hcon ⟨interpolant c, interpolant_isLandscape c,
      ⟨fun i => shift (s i), by rw [interpolant_grid]; exact hs⟩,
      fun p hp => congrFun hc ⟨p, hp⟩⟩
  have hle := LinearMap.finrank_le_finrank_of_injective hinj
  simp at hle
  omega

variable [Fintype d] [DecidableEq d]

/-- The gate `cos(θ/2) - i sin(θ/2) P` with generator `P`. -/
def gate (P : Matrix d d ℂ) (θ : ℝ) : Matrix d d ℂ :=
  (Real.cos (θ / 2) : ℂ) • (1 : Matrix d d ℂ) - ((Real.sin (θ / 2) : ℂ) * Complex.I) • P

/-- The ordered product of the gates listed in `l`, each preceded on the left by a fixed
matrix `V k`. -/
def circuit (V P : ι → Matrix d d ℂ) (l : List ι) (x : ι → ℝ) : Matrix d d ℂ :=
  (l.map (fun k => V k * gate (P k) (x k))).prod

/-- The real part of `⟨φ|H|φ⟩`. -/
def energy (H : Matrix d d ℂ) (φ : d → ℂ) : ℝ := (star φ ⬝ᵥ (H *ᵥ φ)).re

/-- The energy of a circuit in which each parameter enters at most one gate is a sinusoid in
each parameter separately. -/
theorem circuit_isLandscape (H : Matrix d d ℂ) (ψ : d → ℂ) (V P : ι → Matrix d d ℂ)
    {l : List ι} (hl : l.Nodup) :
    IsLandscape (fun x => energy H (circuit V P l x *ᵥ ψ)) := by
  intro x i
  have hconst : ∀ m : List ι, i ∉ m → ∀ t,
      circuit V P m (Function.update x i t) = circuit V P m x := by
    intro m hm t
    unfold circuit
    congr 1
    exact List.map_congr_left (fun k hk => by
      have hki : k ≠ i := by
        intro h
        rw [h] at hk
        exact hm hk
      rw [Function.update_of_ne hki])
  by_cases hi : i ∈ l
  · -- isolate the single gate that carries parameter `i`
    obtain ⟨m, r, rfl⟩ := List.append_of_mem hi
    have hn := (List.nodup_cons.mp (List.nodup_middle.mp hl)).1
    have hm : i ∉ m := fun h => hn (List.mem_append.mpr (Or.inl h))
    have hr : i ∉ r := fun h => hn (List.mem_append.mpr (Or.inr h))
    have hsplit : ∀ y, circuit V P (m ++ i :: r) y
        = circuit V P m y * (V i * gate (P i) (y i) * circuit V P r y) := by
      intro y
      simp only [circuit, List.map_append, List.map_cons, List.prod_append, List.prod_cons]
    let u := (circuit V P m x * (V i * circuit V P r x)) *ᵥ ψ
    let v := ((-Complex.I) • (circuit V P m x * (V i * P i * circuit V P r x))) *ᵥ ψ
    have hφ : ∀ t, circuit V P (m ++ i :: r) (Function.update x i t) *ᵥ ψ
        = (Real.cos (t / 2) : ℂ) • u + (Real.sin (t / 2) : ℂ) • v := by
      intro t
      simp only [u, v]
      rw [← Matrix.smul_mulVec, ← Matrix.smul_mulVec, ← Matrix.add_mulVec, hsplit,
        hconst m hm, hconst r hr, Function.update_self]
      congr 1
      simp only [gate, Matrix.mul_sub, Matrix.sub_mul, Matrix.mul_smul, Matrix.smul_mul,
        Matrix.mul_one]
      module
    -- the energy is quadratic in the two half-angle amplitudes
    have hquad : ∀ p q : ℝ, energy H ((p : ℂ) • u + (q : ℂ) • v)
        = p ^ 2 * energy H u + p * q * ((star u ⬝ᵥ (H *ᵥ v)).re + (star v ⬝ᵥ (H *ᵥ u)).re)
          + q ^ 2 * energy H v := by
      intro p q
      simp only [energy, star_add, star_smul, Complex.star_def, Complex.conj_ofReal,
        Matrix.mulVec_add, Matrix.mulVec_smul, add_dotProduct, dotProduct_add,
        smul_dotProduct, dotProduct_smul, smul_eq_mul, Complex.add_re, Complex.re_ofReal_mul]
      ring
    refine ⟨(energy H u + energy H v) / 2, (energy H u - energy H v) / 2,
      ((star u ⬝ᵥ (H *ᵥ v)).re + (star v ⬝ᵥ (H *ᵥ u)).re) / 2, fun t => ?_⟩
    have hc : Real.cos t = 2 * Real.cos (t / 2) ^ 2 - 1 := by
      rw [← Real.cos_two_mul, mul_div_cancel₀ t (two_ne_zero)]
    have hs : Real.sin t = 2 * Real.sin (t / 2) * Real.cos (t / 2) := by
      rw [← Real.sin_two_mul, mul_div_cancel₀ t (two_ne_zero)]
    simp only [hφ, hquad]
    linear_combination energy H v * Real.sin_sq_add_cos_sq (t / 2)
      - (energy H u - energy H v) / 2 * hc
      - ((star u ⬝ᵥ (H *ᵥ v)).re + (star v ⬝ᵥ (H *ᵥ u)).re) / 2 * hs
  · exact ⟨energy H (circuit V P l x *ᵥ ψ), 0, 0, fun t => by simp only [hconst l hi]; ring⟩

end

end ParameterShiftGrid
```

```lean
#print axioms ParameterShiftGrid.landscape_reconstruction
-- 'ParameterShiftGrid.landscape_reconstruction' depends on axioms: [propext, Classical.choice, Quot.sound]
#print axioms ParameterShiftGrid.fewer_points_insufficient
-- 'ParameterShiftGrid.fewer_points_insufficient' depends on axioms: [propext, Classical.choice, Quot.sound]
#print axioms ParameterShiftGrid.circuit_isLandscape
-- 'ParameterShiftGrid.circuit_isLandscape' depends on axioms: [propext, Classical.choice, Quot.sound]
```

## Landscapes and circuits as Lean objects

The finite type `ι` labels the angles, and a point is a function `ι → ℝ`. `Function.update x i t` is `x` with coordinate `i` set to `t`, so `IsLandscape F` says that every one-coordinate section is a sinusoid. A grid index `s : ι → Fin 3` selects a shift for each angle; `shift`, `weight` and `interpolant` are \(\tau\), \(w\) and \(I_c\).

The quantifier order in `IsLandscape` matters: the coefficients are chosen after `x` and `i`. If they were chosen before `x`, then for two or more angles only constant functions would qualify. Because the coefficients may depend on the other angles, sampling only along the coordinate axes is not enough: the landscape \(\sin x_1\sin x_2\) vanishes on both axes but equals 1 at \((\pi/2,\pi/2)\).

In `circuit`, the list `l` gives the matrix product from left to right, so its last gate acts first on `ψ`. Each `V k` acts directly after its gate, and a fixed initial circuit can be absorbed into `ψ`. The hypothesis `l.Nodup` says that no angle is used twice. Two successive rotations \(e^{-\mathrm i\theta Y/2}\) with the same \(\theta\), applied to \(|0\rangle\), give \(\langle X\rangle=\sin2\theta\), which vanishes at all three shifts without being zero. Shared parameters therefore need separate treatment.

The gate equals \(e^{-\mathrm i\theta P/2}\) when \(P^2=1\), as for Pauli strings. The theorem itself asks for neither this nor Hermitian `P`, unitary `V`, Hermitian `H` or normalised `ψ`. For Hermitian `H`, `energy` is the full \(\langle\varphi|H|\varphi\rangle\), without division by the norm. In a unitary circuit the normalised energy is this value divided by the constant \(\langle\psi|\psi\rangle\), and it is still a landscape. In a non-unitary circuit the norm can vary with the angles, and the quotient need not be a landscape.

## What the theorems establish for a simulation code

`landscape_eq_zero` is the vanishing statement. Its induction over `Finset ι` releases one coordinate at a time, calling `sinusoid_eq_zero`, where `linarith` solves the three linear equations. `weight_shift` checks the nine nodal values, and `interpolant_grid` uses them to reduce the sum to one term. `interpolant_isLandscape` separates the factor for angle `i` from the product over the others. `landscape_reconstruction` applies the vanishing theorem to the difference.

`fewer_points_insufficient` argues by contradiction: if no nonzero landscape vanished on `P`, the linear map `L` would be injective, and comparing dimensions would contradict `hP`. The bound concerns the whole class of landscapes. The energies of one particular ansatz may form a smaller class, for which fewer points could be enough.

`circuit_isLandscape` splits the list at the gate carrying angle `i`. Its steps `hφ` and `hquad` are the half-angle form of \(\varphi\) and the quadratic expansion of the energy, and `linear_combination` inserts the double-angle formulas. Its conclusion is exactly the hypothesis of `landscape_reconstruction`, so the formula applies to these circuits for any finite number of angles.

The step left to the user is to identify the numbers in the table with values of `F`. Energies from a device carry sampling error and gate noise, and the theorems give no bound on how these propagate through the reconstruction.
